# UMP2 leaves the leading strong-coupling error of UHF in the half-filled Hubbard dimer

UMP2 is second-order Møller–Plesset perturbation theory on an unrestricted Hartree–Fock (UHF) determinant. When the on-site repulsion exceeds twice the hopping, the UHF ground state of the dimer is not unique: exchanging the two sites gives another one. Here the reference is any global minimiser over products of two normalised real orbitals, one for each spin, so the result does not depend on which is picked.

The model has two sites, 0 and 1, hopping $t>0$ and on-site repulsion $U$. A state is a real matrix $\Psi_{ij}$, the amplitude for the up electron on site $i$ and the down electron on site $j$. Hopping acts on the up electron from the left and on the down electron from the right; $U$ multiplies the diagonal.

In Lean 4 with Mathlib:

```lean
import Mathlib

open Filter Topology Matrix

namespace HubbardDimerUMP2

noncomputable section

/-- Hopping matrix of one electron on two sites. -/
def hop (t : ℝ) : Matrix (Fin 2) (Fin 2) ℝ := !![0, -t; -t, 0]

/-- Hubbard Hamiltonian acting on `Ψ i j`, the amplitude for the up electron on site `i`
and the down electron on site `j`. -/
def ham (t U : ℝ) (Ψ : Matrix (Fin 2) (Fin 2) ℝ) : Matrix (Fin 2) (Fin 2) ℝ :=
  hop t * Ψ + Ψ * hop t + U • Matrix.diagonal (fun i => Ψ i i)

/-- Overlap of two real two-electron wavefunctions. -/
def braket (Φ Ψ : Matrix (Fin 2) (Fin 2) ℝ) : ℝ := ∑ i, ∑ j, Φ i j * Ψ i j
```

The set `energies` collects the expectation values of all normalised $\Psi$, whether singlet, triplet or a superposition of the two. A determinant is $\Psi_{ij}=u_id_j$, and `IsUHF` says that $(u,d)$ has the lowest energy among them.

```lean
/-- Energy expectation values of all normalised wavefunctions. -/
def energies (t U : ℝ) : Set ℝ :=
  {x | ∃ Ψ, braket Ψ Ψ = 1 ∧ braket Ψ (ham t U Ψ) = x}

/-- Determinant with up orbital `u` and down orbital `d`. -/
def slater (u d : Fin 2 → ℝ) : Matrix (Fin 2) (Fin 2) ℝ := Matrix.of fun i j => u i * d j

/-- Hamiltonian matrix element between the determinants `(a, b)` and `(u, d)`. -/
def element (t U : ℝ) (a b u d : Fin 2 → ℝ) : ℝ :=
  braket (slater a b) (ham t U (slater u d))

/-- Energy expectation value of a determinant. -/
def uhfEnergy (t U : ℝ) (u d : Fin 2 → ℝ) : ℝ := element t U u d u d

/-- The normalised orbitals `u`, `d` minimise the energy among all determinants. -/
def IsUHF (t U : ℝ) (u d : Fin 2 → ℝ) : Prop :=
  u 0 ^ 2 + u 1 ^ 2 = 1 ∧ d 0 ^ 2 + d 1 ^ 2 = 1 ∧
    ∀ v w : Fin 2 → ℝ, v 0 ^ 2 + v 1 ^ 2 = 1 → w 0 ^ 2 + w 1 ^ 2 = 1 →
      uhfEnergy t U u d ≤ uhfEnergy t U v w
```

An electron in the field of an opposite-spin orbital $w$ has Fock matrix $F[w]$, the hopping matrix plus $U\,\mathrm{diag}(w_0^2,w_1^2)$. Each orbital $v$ has one virtual partner, $\tilde v=(-v_1,v_0)$. `ump2Energy` subtracts from the UHF energy the squared coupling over the orbital-energy gap for both single excitations and the double one.

```lean
/-- Fock matrix of an electron in the field of an opposite-spin electron in orbital `w`. -/
def fock (t U : ℝ) (w : Fin 2 → ℝ) : Matrix (Fin 2) (Fin 2) ℝ :=
  hop t + U • Matrix.diagonal (fun i => w i ^ 2)

/-- Virtual orbital orthogonal to `v`. -/
def virt (v : Fin 2 → ℝ) : Fin 2 → ℝ := ![-v 1, v 0]

/-- Orbital-energy gap between `virt v` and `v` in the field of `w`. -/
def gap (t U : ℝ) (w v : Fin 2 → ℝ) : ℝ :=
  virt v ⬝ᵥ (fock t U w *ᵥ virt v) - v ⬝ᵥ (fock t U w *ᵥ v)

/-- Energy through second order, summed over both single excitations and the double one. -/
def ump2Energy (t U : ℝ) (u d : Fin 2 → ℝ) : ℝ :=
  uhfEnergy t U u d - element t U (virt u) d u d ^ 2 / gap t U d u
    - element t U u (virt d) u d ^ 2 / gap t U u d
    - element t U (virt u) (virt d) u d ^ 2 / (gap t U d u + gap t U u d)
```

### (a) Matrix elements in the site basis

Write out $\langle\Phi|H|\Psi\rangle$.

Hopping moves one electron at a time, so
$$(H\Psi)_{ij}=-t(\Psi_{1-i,\,j}+\Psi_{i,\,1-j})+U\delta_{ij}\Psi_{ii}.$$
Multiply by $\Phi_{ij}$ and sum.

```lean
/-- Matrix elements of the dimer Hamiltonian in the site basis. -/
theorem braket_ham (t U : ℝ) (Φ Ψ : Matrix (Fin 2) (Fin 2) ℝ) :
    braket Φ (ham t U Ψ) =
      -t * (Φ 0 0 * (Ψ 1 0 + Ψ 0 1) + Φ 0 1 * (Ψ 1 1 + Ψ 0 0)
        + Φ 1 0 * (Ψ 0 0 + Ψ 1 1) + Φ 1 1 * (Ψ 0 1 + Ψ 1 0))
      + U * (Φ 0 0 * Ψ 0 0 + Φ 1 1 * Ψ 1 1) := by
  simp [braket, ham, hop, Matrix.mul_apply, Matrix.vecMul, dotProduct, Fin.sum_univ_two]
  ring
```

### (b) The exact ground-state energy

Show that for $t,U>0$ the least energy is $e=\tfrac12\left(U-\sqrt{U^2+16t^2}\right)$.

Note that $e<0$ and $e^2-Ue-4t^2=0$. Let $w,x,y,z$ be $\Psi_{00},\Psi_{01},\Psi_{10},\Psi_{11}$. By (a), $\langle H\rangle=-2t(w+z)(x+y)+U(w^2+z^2)$, and for a normalised state
$$2(\langle H\rangle-e)=(U-e)(w-z)^2-e(x-y)^2+Q,$$
$$Q=(U-e)(w+z)^2-4t(w+z)(x+y)-e(x+y)^2.$$
Since $-e(U-e)=4t^2$, we have $(U-e)Q=[(U-e)(w+z)-2t(x+y)]^2\ge0$. Every term is non-negative, which gives the lower bound.

The singlet $w=z=-ke$, $x=y=2kt$ with $k^2(2e^2+8t^2)=1$ attains it: its energy is $k^2(16t^2e+2Ue^2)=k^2e(2e^2+8t^2)=e$. `IsLeast` records both halves.

```lean
/-- The exact ground-state energy with one up and one down electron. -/
theorem exact_energy {t U : ℝ} (ht : 0 < t) (hU : 0 < U) :
    IsLeast (energies t U) ((U - √(U ^ 2 + 16 * t ^ 2)) / 2) := by
  have hR : √(U ^ 2 + 16 * t ^ 2) ^ 2 = U ^ 2 + 16 * t ^ 2 := Real.sq_sqrt (by positivity)
  have hR0 := Real.sqrt_nonneg (U ^ 2 + 16 * t ^ 2)
  have hlt : U < √(U ^ 2 + 16 * t ^ 2) := Real.lt_sqrt_of_sq_lt (by nlinarith [pow_pos ht 2])
  obtain ⟨e, hedef⟩ : ∃ e, e = (U - √(U ^ 2 + 16 * t ^ 2)) / 2 := ⟨_, rfl⟩
  have he : e ^ 2 - U * e - 4 * t ^ 2 = 0 := by
    rw [hedef]; linear_combination hR / 4
  have hneg : e < 0 := by rw [hedef]; linarith
  rw [← hedef]
  constructor
  · -- the normalised singlet mixing covalent and ionic configurations
    have hN : 0 < 2 * e ^ 2 + 8 * t ^ 2 := by positivity
    obtain ⟨k, hk⟩ : ∃ k : ℝ, k ^ 2 * (2 * e ^ 2 + 8 * t ^ 2) = 1 :=
      ⟨(√(2 * e ^ 2 + 8 * t ^ 2))⁻¹, by
        rw [inv_pow, Real.sq_sqrt hN.le, inv_mul_cancel₀ hN.ne']⟩
    refine ⟨!![-(k * e), 2 * k * t; 2 * k * t, -(k * e)], ?_, ?_⟩
    · simp only [braket, Fin.sum_univ_two]
      show -(k * e) * -(k * e) + 2 * k * t * (2 * k * t)
        + (2 * k * t * (2 * k * t) + -(k * e) * -(k * e)) = 1
      linear_combination hk
    · rw [braket_ham]
      show -t * (-(k * e) * (2 * k * t + 2 * k * t) + 2 * k * t * (-(k * e) + -(k * e))
        + 2 * k * t * (-(k * e) + -(k * e)) + -(k * e) * (2 * k * t + 2 * k * t))
        + U * (-(k * e) * -(k * e) + -(k * e) * -(k * e)) = e
      linear_combination e * hk - 2 * k ^ 2 * e * he
  · rintro _ ⟨Ψ, hn, rfl⟩
    rw [braket_ham]
    simp only [braket, Fin.sum_univ_two] at hn
    generalize Ψ 0 0 = w at *
    generalize Ψ 0 1 = x at *
    generalize Ψ 1 0 = y at *
    generalize Ψ 1 1 = z at *
    have hA : 0 < U - e := by linarith
    -- the symmetric block is a perfect square up to a positive factor
    have hq : 0 ≤ (U - e) * (w + z) ^ 2 - 4 * t * (w + z) * (x + y) + (-e) * (x + y) ^ 2 := by
      refine (mul_nonneg_iff_of_pos_left hA).1 ?_
      have h : (U - e) * ((U - e) * (w + z) ^ 2 - 4 * t * (w + z) * (x + y)
          + (-e) * (x + y) ^ 2) = ((U - e) * (w + z) - 2 * t * (x + y)) ^ 2 := by
        linear_combination (x + y) ^ 2 * he
      rw [h]; positivity
    have hn' : e * (w * w + x * x + (y * y + z * z)) = e := by rw [hn, mul_one]
    have h1 := mul_nonneg hA.le (sq_nonneg (w - z))
    have h2 := mul_nonneg (neg_pos.2 hneg).le (sq_nonneg (x - y))
    nlinarith [hq, hn', h1, h2]
```

### (c) The determinant energy as a sum of squares

Complete the squares in the energy of a normalised determinant, for $U\neq0$.

Put $p=u_0u_1$, $q=d_0d_1$, $m_u=u_0^2-u_1^2$ and $m_d=d_0^2-d_1^2$. The energy is $-2t(p+q)+\tfrac U2(1+m_um_d)$. Normalisation gives $m_u^2=1-4p^2$ and $m_d^2=1-4q^2$, hence $\tfrac12(1+m_um_d)=p^2+q^2+\tfrac14(m_u+m_d)^2$ and
$$E=-\frac{2t^2}{U}+U\left(p-\frac tU\right)^2+U\left(q-\frac tU\right)^2+\frac U4(m_u+m_d)^2.$$
In the code, `linear_combination` supplies the multiples of the two normalisation conditions.

```lean
/-- The energy of a normalised determinant is `-2t²/U` plus three squares weighted by `U`. -/
theorem uhf_identity {t U : ℝ} (hU : U ≠ 0) (u d : Fin 2 → ℝ)
    (hu : u 0 ^ 2 + u 1 ^ 2 = 1) (hd : d 0 ^ 2 + d 1 ^ 2 = 1) :
    uhfEnergy t U u d = -2 * t ^ 2 / U + U * (u 0 * u 1 - t / U) ^ 2
      + U * (d 0 * d 1 - t / U) ^ 2
      + U / 4 * (u 0 ^ 2 - u 1 ^ 2 + (d 0 ^ 2 - d 1 ^ 2)) ^ 2 := by
  obtain ⟨r, rfl⟩ : ∃ r, t = U * r := ⟨t / U, by field_simp⟩
  have h1 : U * r / U = r := by field_simp
  have h2 : -2 * (U * r) ^ 2 / U = -2 * U * r ^ 2 := by
    rw [div_eq_iff hU]; ring
  rw [h1, h2]
  simp only [uhfEnergy, element, braket_ham, slater, Matrix.of_apply]
  linear_combination
    (-2 * (U * r) * (d 0 * d 1)
      - U * (u 0 ^ 2 + u 1 ^ 2 - d 0 ^ 2 - d 1 ^ 2) / 4) * hu
    + (-2 * (U * r) * (u 0 * u 1)
      + U * (u 0 ^ 2 + u 1 ^ 2 - d 0 ^ 2 - d 1 ^ 2) / 4) * hd
```

### (d) A broken-symmetry ground state

For $U>2t$, find orbitals for which all three squares vanish.

With $m=2t/U<1$, take $c,s=\tfrac12(\sqrt{1+m}\pm\sqrt{1-m})$. Then $c^2+s^2=1$ and $cs=m/2=t/U$. The pair $u=(c,s)$, $d=(s,c)$ has energy $-2t^2/U$, and by (c) no determinant lies lower.

```lean
/-- Larger site amplitude of the broken-symmetry orbitals. -/
def large (m : ℝ) : ℝ := (√(1 + m) + √(1 - m)) / 2

/-- Smaller site amplitude of the broken-symmetry orbitals. -/
def small (m : ℝ) : ℝ := (√(1 + m) - √(1 - m)) / 2

/-- For `U > 2t` an explicit pair of mirror-image orbitals is a UHF ground state,
with energy `-2t²/U`. -/
theorem uhf_witness {t U : ℝ} (ht : 0 < t) (hU : 2 * t < U) :
    IsUHF t U ![large (2 * t / U), small (2 * t / U)] ![small (2 * t / U), large (2 * t / U)] ∧
    uhfEnergy t U ![large (2 * t / U), small (2 * t / U)]
      ![small (2 * t / U), large (2 * t / U)] = -2 * t ^ 2 / U := by
  have hU0 : 0 < U := by linarith
  have hm : 2 * t / U < 1 := (div_lt_one hU0).2 hU
  have h1 : √(1 + 2 * t / U) ^ 2 = 1 + 2 * t / U := Real.sq_sqrt (by positivity)
  have h2 : √(1 - 2 * t / U) ^ 2 = 1 - 2 * t / U := Real.sq_sqrt (by linarith)
  have hn : large (2 * t / U) ^ 2 + small (2 * t / U) ^ 2 = 1 := by
    unfold large small; linear_combination (h1 + h2) / 2
  have hp : large (2 * t / U) * small (2 * t / U) = t / U := by
    unfold large small; linear_combination (h1 - h2) / 4
  generalize large (2 * t / U) = c at *
  generalize small (2 * t / U) = s at *
  have hu : (![c, s] : Fin 2 → ℝ) 0 ^ 2 + (![c, s] : Fin 2 → ℝ) 1 ^ 2 = 1 := hn
  have hd : (![s, c] : Fin 2 → ℝ) 0 ^ 2 + (![s, c] : Fin 2 → ℝ) 1 ^ 2 = 1 := by
    show s ^ 2 + c ^ 2 = 1
    linarith
  have hE : uhfEnergy t U ![c, s] ![s, c] = -2 * t ^ 2 / U := by
    rw [uhf_identity hU0.ne' _ _ hu hd]
    show -2 * t ^ 2 / U + U * (c * s - t / U) ^ 2 + U * (s * c - t / U) ^ 2
      + U / 4 * (c ^ 2 - s ^ 2 + (s ^ 2 - c ^ 2)) ^ 2 = _
    rw [mul_comm s c, hp]; ring
  refine ⟨⟨hu, hd, fun v w hv hw => ?_⟩, hE⟩
  rw [hE, uhf_identity hU0.ne' v w hv hw, add_assoc, add_assoc]
  exact le_add_of_nonneg_right (by positivity)
```

### (e) Conditions on every UHF ground state

Show that every minimiser at $U>2t$ has $p=q=t/U$ and mirrored densities.

Its energy must equal that of the pair in (d), so the squares in (c) sum to zero and each vanishes. From $m_u+m_d=0$ and normalisation, $d_0^2=u_1^2$ and $d_1^2=u_0^2$.

```lean
/-- Every UHF ground state at `U > 2t` has energy `-2t²/U`, site-amplitude products `t/U`
and mirror-image spin densities. -/
theorem uhf_conditions {t U : ℝ} (ht : 0 < t) (hU : 2 * t < U) {u d : Fin 2 → ℝ}
    (h : IsUHF t U u d) :
    uhfEnergy t U u d = -2 * t ^ 2 / U ∧ u 0 * u 1 = t / U ∧ d 0 * d 1 = t / U ∧
      d 0 ^ 2 = u 1 ^ 2 ∧ d 1 ^ 2 = u 0 ^ 2 := by
  have hU0 : 0 < U := by linarith
  obtain ⟨hu, hd, hmin⟩ := h
  obtain ⟨⟨hv, hw, hmin'⟩, hE⟩ := uhf_witness ht hU
  have hle := hmin _ _ hv hw
  have hge := hmin' u d hu hd
  rw [hE] at hle hge
  have hid := uhf_identity (t := t) hU0.ne' u d hu hd
  -- a vanishing sum of squares forces each square to vanish
  have key : ∀ A B C : ℝ, U * A ^ 2 + U * B ^ 2 + U / 4 * C ^ 2 ≤ 0 →
      A = 0 ∧ B = 0 ∧ C = 0 := by
    intro A B C hs
    have hA := mul_nonneg hU0.le (sq_nonneg A)
    have hB := mul_nonneg hU0.le (sq_nonneg B)
    have hC := mul_nonneg hU0.le (sq_nonneg C)
    have z : ∀ x : ℝ, U * x ^ 2 = 0 → x = 0 := fun x hx =>
      pow_eq_zero_iff two_ne_zero |>.1 ((mul_eq_zero.1 hx).resolve_left hU0.ne')
    exact ⟨z A (by linarith), z B (by linarith), z C (by linarith)⟩
  obtain ⟨h1, h2, h3⟩ := key (u 0 * u 1 - t / U) (d 0 * d 1 - t / U)
    (u 0 ^ 2 - u 1 ^ 2 + (d 0 ^ 2 - d 1 ^ 2)) (by rw [hid] at hle; linarith)
  exact ⟨le_antisymm hle hge, by linarith, by linarith, by linarith, by linarith⟩
```

### (f) Fock eigenvalues 0 and $U$

Let $v$ be normalised with $Uv_0v_1=t$, in the field of a $w$ with mirrored density. Find the orbital energies.

The first component of $F[w]v$ is $Uv_1^2v_0-tv_1=v_1(Uv_0v_1-t)=0$. That of $F[w]\tilde v$ is $-Uv_1^3-tv_0=-Uv_1(v_1^2+v_0^2)=-Uv_1$. The second components work the same way, so $F[w]v=0$ and $F[w]\tilde v=U\tilde v$.

```lean
/-- If `v` is normalised with `U * (v 0 * v 1) = t` and `w` has the mirrored density, then `v` and
`virt v` are eigenvectors of `fock t U w` with eigenvalues `0` and `U`. -/
theorem fock_orbitals {t U : ℝ} {v w : Fin 2 → ℝ} (hn : v 0 ^ 2 + v 1 ^ 2 = 1)
    (ht : U * (v 0 * v 1) = t) (h0 : w 0 ^ 2 = v 1 ^ 2) (h1 : w 1 ^ 2 = v 0 ^ 2) :
    fock t U w *ᵥ v = 0 ∧ fock t U w *ᵥ virt v = U • virt v := by
  have hf : ∀ x : Fin 2 → ℝ, fock t U w *ᵥ x =
      ![U * w 0 ^ 2 * x 0 - t * x 1, U * w 1 ^ 2 * x 1 - t * x 0] := by
    intro x
    ext i
    fin_cases i <;> simp [fock, hop, Matrix.mulVec, dotProduct, Fin.sum_univ_two] <;> ring
  rw [hf, hf, h0, h1]
  constructor
  · ext i
    fin_cases i
    · show U * v 1 ^ 2 * v 0 - t * v 1 = 0
      linear_combination v 1 * ht
    · show U * v 0 ^ 2 * v 1 - t * v 0 = 0
      linear_combination v 0 * ht
  · ext i
    fin_cases i
    · show U * v 1 ^ 2 * (-v 1) - t * v 0 = U * (-v 1)
      linear_combination v 0 * ht - U * v 1 * hn
    · show U * v 0 ^ 2 * v 0 - t * (-v 1) = U * v 0
      linear_combination -v 1 * ht + U * v 0 * hn
```

### (g) The UMP2 energy

Evaluate the second-order sum for any UHF ground state at $U>2t$.

Both gaps are $U$. The single couplings are $\tilde u\cdot F[d]u=0$ and $\tilde d\cdot F[u]d=0$. In the double coupling hopping drops out by orthogonality, leaving $U\sum_i\tilde u_i\tilde d_iu_id_i=2Upq=2t^2/U$. Therefore
$$E_{\rm UMP2}=-\frac{2t^2}{U}-\frac{(2t^2/U)^2}{2U}=-\frac{2t^2}{U}-\frac{2t^4}{U^3}.$$
The steps `s1`, `s2` and `s3` are the three couplings.

```lean
/-- The UMP2 energy of every UHF ground state at `U > 2t`. -/
theorem ump2_energy {t U : ℝ} (ht : 0 < t) (hU : 2 * t < U) {u d : Fin 2 → ℝ}
    (h : IsUHF t U u d) :
    ump2Energy t U u d = -2 * t ^ 2 / U - 2 * t ^ 4 / U ^ 3 := by
  have hU0 : U ≠ 0 := by linarith
  obtain ⟨hE, hab, hpq, hp, hq⟩ := uhf_conditions ht hU h
  obtain ⟨hu, hd, -⟩ := h
  have hta : U * (u 0 * u 1) = t := by rw [hab]; field_simp
  have htp : U * (d 0 * d 1) = t := by rw [hpq]; field_simp
  have v0 : ∀ v : Fin 2 → ℝ, virt v 0 = -v 1 := fun _ => rfl
  have v1 : ∀ v : Fin 2 → ℝ, virt v 1 = v 0 := fun _ => rfl
  have hgap : ∀ v w : Fin 2 → ℝ, v 0 ^ 2 + v 1 ^ 2 = 1 → U * (v 0 * v 1) = t →
      w 0 ^ 2 = v 1 ^ 2 → w 1 ^ 2 = v 0 ^ 2 → gap t U w v = U := by
    intro v w hn h1 h2 h3
    obtain ⟨ho, hv⟩ := fock_orbitals hn h1 h2 h3
    rw [gap, ho, hv]
    simp only [dotProduct, Fin.sum_univ_two, Pi.smul_apply, Pi.zero_apply, smul_eq_mul, v0, v1]
    linear_combination U * hn
  -- single excitations do not couple to the UHF determinant
  have s1 : element t U (virt u) d u d = 0 := by
    simp only [element, braket_ham, slater, Matrix.of_apply, v0, v1]
    linear_combination -t * (u 0 ^ 2 - u 1 ^ 2) * hd + (u 0 ^ 2 - u 1 ^ 2) * hta
      + U * u 0 * u 1 * (hq - hp)
  have s2 : element t U u (virt d) u d = 0 := by
    simp only [element, braket_ham, slater, Matrix.of_apply, v0, v1]
    linear_combination -t * (d 0 ^ 2 - d 1 ^ 2) * hu + (d 0 ^ 2 - d 1 ^ 2) * htp
      + U * d 0 * d 1 * (hq - hp)
  have s3 : element t U (virt u) (virt d) u d = 2 * t * (t / U) := by
    rw [← hpq]
    simp only [element, braket_ham, slater, Matrix.of_apply, v0, v1]
    linear_combination 2 * (d 0 * d 1) * hta
  have hlast : (2 * t * (t / U)) ^ 2 / (U + U) = 2 * t ^ 4 / U ^ 3 := by
    rw [← two_mul, div_eq_div_iff (by positivity) (by positivity), mul_pow, div_pow]
    field_simp
  rw [ump2Energy, s1, s2, s3, hE, hgap u d hu hta hp hq, hgap d u hd htp hq.symm hp.symm, hlast]
  ring
```

### (h) The scaled limit

For any real $k$, find the limit of $U\left[e-(-2t^2/U-k/U^3)\right]$ as $U\to\infty$.

Rationalise the root and set $x=1/U$:
$$-\frac{8t^2}{1+\sqrt{1+16t^2x^2}}+2t^2+kx^2.$$
This is continuous in $x$, and at $x=0$ it equals $-4t^2+2t^2=-2t^2$.

```lean
/-- The exact energy minus `(-2t²/U - k/U³)`, multiplied by `U`, tends to `-2t²` as `U → ∞`, for
every `k`. -/
theorem scaled_error_limit (t k : ℝ) :
    Tendsto (fun U : ℝ => U * ((U - √(U ^ 2 + 16 * t ^ 2)) / 2
      - (-2 * t ^ 2 / U - k / U ^ 3))) atTop (𝓝 (-2 * t ^ 2)) := by
  -- rewrite as a continuous function of 1/U
  let g : ℝ → ℝ := fun x =>
    -8 * t ^ 2 / (1 + √(1 + 16 * t ^ 2 * x ^ 2)) + (2 * t ^ 2 + k * x ^ 2)
  have hg : Continuous g :=
    (Continuous.div (by fun_prop) (by fun_prop) (fun x => by positivity)).add (by fun_prop)
  have hg0 : g 0 = -2 * t ^ 2 := by
    simp only [g]
    norm_num
    ring
  have hlim : Tendsto (fun U : ℝ => g U⁻¹) atTop (𝓝 (-2 * t ^ 2)) := by
    rw [← hg0]
    exact (hg.tendsto 0).comp tendsto_inv_atTop_zero
  refine hlim.congr' ?_
  filter_upwards [eventually_gt_atTop (0 : ℝ)] with U hU
  have hs : U ^ 2 + 16 * t ^ 2 = U ^ 2 * (1 + 16 * t ^ 2 * U⁻¹ ^ 2) := by
    have hi : U * U⁻¹ = 1 := mul_inv_cancel₀ hU.ne'
    linear_combination -16 * t ^ 2 * (U * U⁻¹ + 1) * hi
  have hr : √(1 + 16 * t ^ 2 * U⁻¹ ^ 2) ^ 2 = 1 + 16 * t ^ 2 * U⁻¹ ^ 2 :=
    Real.sq_sqrt (by positivity)
  have hr0 := Real.sqrt_nonneg (1 + 16 * t ^ 2 * U⁻¹ ^ 2)
  simp only [g]
  rw [hs, Real.sqrt_mul (sq_nonneg U), Real.sqrt_sq hU.le]
  generalize √(1 + 16 * t ^ 2 * U⁻¹ ^ 2) = r at *
  have h1 : -8 * t ^ 2 / (1 + r) = U * (U - U * r) / 2 := by
    rw [div_eq_iff (by positivity)]
    linear_combination U ^ 2 / 2 * hr - hs / 2
  have h2 : U * (-2 * t ^ 2 / U - k / U ^ 3) = -(2 * t ^ 2 + k * U⁻¹ ^ 2) := by
    first
      | (field_simp; done)
      | (field_simp; ring)
  linear_combination h1 + h2
```

### (i) UHF and UMP2 share the leading error

Compare the two methods at fixed $t>0$, for any choice of UHF ground state at each $U>2t$.

Use (h) with $k=0$ for UHF and $k=2t^4$ for UMP2. Both scaled errors tend to $-2t^2\neq0$. The exact energy behaves as $-4t^2/U$, and both approximations recover only half of it. In this two-site model with one orbital per site, second-order Møller–Plesset perturbation theory on the broken-symmetry UHF ground state thus leaves the leading strong-coupling error in place.

```lean
/-- At large `U`, the exact energy minus the UHF energy and the exact energy minus the UMP2
energy, each multiplied by `U`, tend to the same nonzero limit `-2t²`. -/
theorem ump2_does_not_repair_uhf {t : ℝ} (ht : 0 < t) (E : ℝ → ℝ) (u d : ℝ → Fin 2 → ℝ)
    (hE : ∀ U, 2 * t < U → IsLeast (energies t U) (E U))
    (hud : ∀ U, 2 * t < U → IsUHF t U (u U) (d U)) :
    Tendsto (fun U => U * (E U - uhfEnergy t U (u U) (d U))) atTop (𝓝 (-2 * t ^ 2)) ∧
    Tendsto (fun U => U * (E U - ump2Energy t U (u U) (d U))) atTop (𝓝 (-2 * t ^ 2)) ∧
    -2 * t ^ 2 ≠ 0 := by
  refine ⟨(scaled_error_limit t 0).congr' ?_,
    (scaled_error_limit t (2 * t ^ 4)).congr' ?_, by nlinarith [pow_pos ht 2]⟩
  · filter_upwards [eventually_gt_atTop (2 * t)] with U hU
    rw [(hE U hU).unique (exact_energy ht (by linarith)), (uhf_conditions ht hU (hud U hU)).1,
      zero_div, sub_zero]
  · filter_upwards [eventually_gt_atTop (2 * t)] with U hU
    rw [(hE U hU).unique (exact_energy ht (by linarith)), ump2_energy ht hU (hud U hU)]

end

end HubbardDimerUMP2
```

```lean
#print axioms HubbardDimerUMP2.ump2_does_not_repair_uhf
```

```
'HubbardDimerUMP2.ump2_does_not_repair_uhf' depends on axioms: [propext, Classical.choice, Quot.sound]
```
